# A convex DIIS minimiser with at most n active error vectors in n dimensions, when no convex combination vanishes

## Error vectors and their convex combinations

A self-consistent field calculation that uses DIIS (direct inversion in the iterative subspace) stores an error vector $e_i$ for each of its recent iterates, for example the commutator of the Fock and density matrices in an orthonormal basis. DIIS combines the iterates with coefficients $c_i$ that sum to one, chosen to make the combined error small. Here the coefficients are also nonnegative, whereas textbook DIIS allows either sign.

The error vectors form a nonempty finite family in a real inner product space $E$ of dimension $n$. The combined error, called the residual, is

$$r(c)=\sum_i c_i e_i,\qquad c_i\ge 0,\qquad \sum_i c_i=1 .$$

The coefficient vectors allowed here form the simplex. A minimiser is a $c$ in the simplex with the smallest $\|r(c)\|$, and an index $i$ is active if $c_i\neq 0$.

## How many stored errors are needed

If no convex combination of the $e_i$ vanishes, then some minimiser has at most $n$ active indices. Physically, the condition says that no weighted average of the stored errors already predicts convergence.

In electronic structure calculations $n$ usually far exceeds the number of stored errors, and the bound then holds trivially. The derivation gives more: some minimiser has linearly independent active errors. For DIIS with nonnegative coefficients and a nonvanishing residual, the weights of a minimiser can therefore be readjusted, with some of them set to zero, until the active errors are linearly independent, with no loss in the minimum.

## The overlap conditions at a minimum

The simplex is compact and nonempty, and $\|r(c)\|$ is continuous in $c$, so a minimiser $c$ exists. Write $r=r(c)$.

**Every error satisfies $\langle r,e_i\rangle\ge\|r\|^2$.** Put $v=e_i-r$, $\alpha=\langle r,v\rangle$ and $\beta=\|v\|^2$, and suppose that $\alpha<0$. Moving a fraction $t\in(0,1]$ of the way towards the vertex $i$ stays in the simplex and changes the residual to $r+tv$, with

$$\|r+tv\|^2=\|r\|^2+2t\alpha+t^2\beta .$$

Take $t=-\alpha/(\beta-\alpha)$, which lies in $(0,1]$ because $\beta\ge0$. Then $t\beta=t\alpha-\alpha$, so

$$2t\alpha+t^2\beta=2t\alpha+t^2\alpha-t\alpha=t\alpha(1+t)<0 .$$

The norm has dropped below its minimum, a contradiction. Hence $\alpha\ge0$, which is the claim.

**Active errors satisfy equality.** Averaging with the weights $c_j$ gives

$$\sum_j c_j\left(\langle r,e_j\rangle-\|r\|^2\right)=\langle r,r\rangle-\|r\|^2=0 .$$

Every term is nonnegative, so every term is zero, and $\langle r,e_j\rangle=\|r\|^2$ wherever $c_j\ne0$.

## Removing dependent errors

Suppose that the active errors are linearly dependent: $\sum_i g_i e_i=0$ with some $g_i\neq0$, and $g_i=0$ at every inactive index. Pairing with $r$ gives

$$0=\sum_i g_i\langle r,e_i\rangle=\|r\|^2\sum_i g_i .$$

Since $r\ne0$, the $g_i$ sum to zero, and at least one of them is positive. Among the indices with $g_i>0$, let $k$ be one for which $c_i/g_i$ is smallest, and set

$$d_i=c_i-\frac{c_k}{g_k}\,g_i .$$

- The $d_i$ are nonnegative: for $g_i>0$ by the choice of $k$, and for $g_i\le0$ because the subtracted term is then at most zero.
- They sum to one, because the $g_i$ sum to zero.
- The residual is unchanged, because $\sum_i g_ie_i=0$.
- Inactive indices stay inactive, and the active index $k$ becomes inactive.

So $d$ is again a minimiser, with fewer active indices. Repeating the step must end, and it ends at a minimiser with linearly independent active errors. An $n$-dimensional space holds at most $n$ of these.

## One dimension, and two examples

The smallest possible dimension is $n=1$, since in dimension zero every combination vanishes. On the line the hypothesis forces all errors to be nonzero and of one sign. Putting the full weight on an error of smallest magnitude then gives a minimiser with one active index.

The bound $n$ is attained. Let the errors be an orthonormal basis $b_i$ with $n\ge1$. Then $\langle r,b_i\rangle=c_i$, so $r=0$ would make all coefficients zero, against their sum of one. At a minimiser the overlap condition reads $c_i\ge\|r\|^2>0$, so all $n$ indices are active.

For the errors $1$ and $-1$ on the line, equal weights give residual zero. Every minimiser therefore has $c_0-c_1=0$ and $c_0+c_1=1$, hence two active indices in dimension one. Asking only that each single error be nonzero is thus not enough for the bound.

## The statement in Lean

The type `ι` labels the stored iterates and `E` is the space of error vectors. `residual e c` is $r(c)$, `stdSimplex ℝ ι` is the simplex, `IsMinimiser e c` says that `c` is a minimiser, and `active c` is the set of active indices.

In `exists_sparse_minimiser`, the hypothesis `h0` says that no convex combination vanishes, and `finrank ℝ E` is $n$. The condition $n\ge1$ follows from `h0` and `[Nonempty ι]`, so it is not listed. The conclusion concerns some minimiser; others may have more active indices, and nothing is said about which one an algorithm returns. `exists_independent_minimiser` gives the version with linear independence and does not need `E` to be finite-dimensional. Independence there refers to the indexed family, so two equal errors at different active indices count as dependent.

The step from this model to a real calculation is the identification of $r(c)$ with the error of the combined iterate. That holds when the error is an affine function of the iterate; in a self-consistent field problem it is an approximation.

```lean
import Mathlib

open Finset Module

namespace SparseConvexDIIS

noncomputable section

variable {ι E : Type*} [Fintype ι] [NormedAddCommGroup E] [InnerProductSpace ℝ E]

/-- The extrapolated residual `∑ c i • e i` of the error vectors `e` with coefficients `c`. -/
def residual (e : ι → E) (c : ι → ℝ) : E := ∑ i, c i • e i

/-- The coefficients `c` are nonnegative, sum to one, and give the smallest residual norm
among all such coefficients. -/
def IsMinimiser (e : ι → E) (c : ι → ℝ) : Prop :=
  c ∈ stdSimplex ℝ ι ∧ ∀ d ∈ stdSimplex ℝ ι, ‖residual e c‖ ≤ ‖residual e d‖

/-- The indices of the error vectors that enter with a nonzero coefficient. -/
def active (c : ι → ℝ) : Finset ι := univ.filter fun i => c i ≠ 0

/-- The overlap of a vector with the residual is the weighted sum of its overlaps with the
error vectors. -/
theorem inner_residual (e : ι → E) (c : ι → ℝ) (x : E) :
    inner ℝ x (residual e c) = ∑ i, c i * inner ℝ x (e i) := by
  simp only [residual, inner_sum, inner_smul_right]

/-- A nonempty finite family of error vectors has a convex DIIS minimiser. -/
theorem exists_minimiser [Nonempty ι] (e : ι → E) : ∃ c, IsMinimiser e c := by
  classical
  have hK : IsCompact (stdSimplex ℝ ι) := by apply isCompact_stdSimplex
  have hne : (stdSimplex ℝ ι).Nonempty := by
    obtain ⟨i⟩ := ‹Nonempty ι›
    exact ⟨fun j => if j = i then 1 else 0,
      fun j => by by_cases h : j = i <;> simp [h], by simp⟩
  have hcont : Continuous fun c : ι → ℝ => ‖residual e c‖ := by
    unfold residual
    fun_prop
  obtain ⟨c, hc, hmin⟩ := hK.exists_isMinOn hne hcont.continuousOn
  exact ⟨c, hc, fun d hd => isMinOn_iff.1 hmin d hd⟩

/-- At a minimiser, every error vector has overlap at least `‖r‖ ^ 2` with the residual `r`. -/
theorem sq_norm_le_inner {e : ι → E} {c : ι → ℝ} (hc : IsMinimiser e c) (i : ι) :
    ‖residual e c‖ ^ 2 ≤ inner ℝ (residual e c) (e i) := by
  classical
  by_contra hlt
  have ha : inner ℝ (residual e c) (e i - residual e c) < 0 := by
    rw [inner_sub_right, real_inner_self_eq_norm_sq]
    linarith [not_le.1 hlt]
  have hb : 0 ≤ ‖e i - residual e c‖ ^ 2 := sq_nonneg _
  -- a step `t` towards the vertex `i` that would lower the norm
  obtain ⟨t, ht0, ht1, ht⟩ : ∃ t : ℝ, 0 < t ∧ t ≤ 1 ∧
      t * (‖e i - residual e c‖ ^ 2 - inner ℝ (residual e c) (e i - residual e c))
        = -inner ℝ (residual e c) (e i - residual e c) := by
    have hba : 0 < ‖e i - residual e c‖ ^ 2
        - inner ℝ (residual e c) (e i - residual e c) := by linarith
    exact ⟨_, div_pos (neg_pos.2 ha) hba, (div_le_one hba).2 (by linarith),
      div_mul_cancel₀ _ hba.ne'⟩
  have hd : (fun j => (1 - t) * c j + t * (if j = i then 1 else 0)) ∈ stdSimplex ℝ ι := by
    refine ⟨fun j => ?_, ?_⟩
    · have h1 : 0 ≤ (1 - t) * c j := mul_nonneg (by linarith) (hc.1.1 j)
      by_cases h : j = i
      · simp only [h, if_true] at h1 ⊢
        linarith
      · simp only [h, if_false]
        linarith
    · rw [sum_add_distrib, ← mul_sum, ← mul_sum, hc.1.2]
      simp
  have hres : residual e (fun j => (1 - t) * c j + t * (if j = i then 1 else 0))
      = residual e c + t • (e i - residual e c) := by
    simp only [residual, add_smul, mul_smul, sum_add_distrib, ← smul_sum, ite_smul,
      one_smul, zero_smul, sum_ite_eq', mem_univ, if_true]
    module
  have hsq := pow_le_pow_left₀ (norm_nonneg _) (hc.2 _ hd) 2
  rw [hres, norm_add_sq_real, inner_smul_right, norm_smul, mul_pow, Real.norm_eq_abs,
    sq_abs] at hsq
  have hneg := mul_neg_of_neg_of_pos (mul_neg_of_pos_of_neg ht0 ha)
    (by linarith : (0 : ℝ) < 1 + t)
  linarith [congrArg (fun x => t * x) ht]

/-- At a minimiser, every active error vector has overlap exactly `‖r‖ ^ 2` with the
residual `r`. -/
theorem inner_eq_of_active {e : ι → E} {c : ι → ℝ} (hc : IsMinimiser e c) {i : ι}
    (hi : c i ≠ 0) : inner ℝ (residual e c) (e i) = ‖residual e c‖ ^ 2 := by
  have hs : ∑ j, c j * (inner ℝ (residual e c) (e j) - ‖residual e c‖ ^ 2) = 0 := by
    simp only [mul_sub, sum_sub_distrib]
    rw [← inner_residual, ← sum_mul, hc.1.2, real_inner_self_eq_norm_sq]
    ring
  have h := (sum_eq_zero_iff_of_nonneg fun j _ =>
    mul_nonneg (hc.1.1 j) (sub_nonneg.2 (sq_norm_le_inner hc j))).1 hs i (mem_univ i)
  exact sub_eq_zero.1 ((mul_eq_zero.1 h).resolve_left hi)

/-- If the residual of a minimiser is nonzero and its active error vectors obey a nontrivial
linear relation `g`, an active vector can be dropped without changing the residual. -/
theorem drop_vector {e : ι → E} {c g : ι → ℝ} (hc : IsMinimiser e c)
    (hr : residual e c ≠ 0) (hg : residual e g = 0) (hoff : ∀ i, c i = 0 → g i = 0)
    (hne : ∃ i, g i ≠ 0) :
    ∃ d, IsMinimiser e d ∧ residual e d = residual e c ∧ active d ⊂ active c := by
  -- pairing the relation with the residual shows that its coefficients sum to zero
  have hsum : ∑ i, g i = 0 := by
    have h : (∑ i, g i) * ‖residual e c‖ ^ 2 = 0 := by
      rw [sum_mul, ← inner_zero_right (𝕜 := ℝ) (residual e c), ← hg, inner_residual]
      refine sum_congr rfl fun i _ => ?_
      by_cases hi : c i = 0
      · rw [hoff i hi, zero_mul, zero_mul]
      · rw [inner_eq_of_active hc hi]
    exact (mul_eq_zero.1 h).resolve_right (pow_ne_zero 2 (norm_ne_zero_iff.2 hr))
  obtain ⟨j, -, hj⟩ := exists_pos_of_sum_zero_of_exists_nonzero g hsum
    (hne.imp fun i hi => ⟨mem_univ i, hi⟩)
  -- the first coefficient to reach zero along the shift
  obtain ⟨k, hk, hmin⟩ := exists_min_image (univ.filter fun i => 0 < g i)
    (fun i => c i / g i) ⟨j, by simp [hj]⟩
  have hgk : 0 < g k := (mem_filter.1 hk).2
  have ht : 0 ≤ c k / g k := div_nonneg (hc.1.1 k) hgk.le
  have hres : residual e (fun i => c i - c k / g k * g i) = residual e c := by
    have h : residual e (fun i => c i - c k / g k * g i)
        = residual e c - (c k / g k) • residual e g := by
      simp only [residual, sub_smul, mul_smul, sum_sub_distrib, smul_sum]
    rw [h, hg, smul_zero, sub_zero]
  refine ⟨fun i => c i - c k / g k * g i, ⟨⟨fun i => ?_, ?_⟩, ?_⟩, hres, ?_⟩
  · rcases lt_or_ge 0 (g i) with hi | hi
    · exact sub_nonneg.2 ((le_div_iff₀ hi).1 (hmin i (by simp [hi])))
    · exact sub_nonneg.2 ((mul_nonpos_of_nonneg_of_nonpos ht hi).trans (hc.1.1 i))
  · rw [sum_sub_distrib, ← mul_sum, hsum, hc.1.2]
    ring
  · rw [hres]
    exact hc.2
  · have hsub : active (fun i => c i - c k / g k * g i) ⊆ active c := by
      intro i hi
      refine mem_filter.2 ⟨mem_univ i, fun h => (mem_filter.1 hi).2 ?_⟩
      show c i - c k / g k * g i = 0
      rw [h, hoff i h, mul_zero, sub_zero]
    refine (ssubset_iff_of_subset hsub).2 ⟨k, ?_, fun h => (mem_filter.1 h).2 ?_⟩
    · exact mem_filter.2 ⟨mem_univ k, fun h => hgk.ne' (hoff k h)⟩
    · show c k - c k / g k * g k = 0
      rw [div_mul_cancel₀ _ hgk.ne', sub_self]

/-- If no convex combination of a nonempty finite family of error vectors vanishes, some
minimiser has linearly independent active error vectors. -/
theorem exists_independent_minimiser [Nonempty ι] (e : ι → E)
    (h0 : ∀ c ∈ stdSimplex ℝ ι, residual e c ≠ 0) :
    ∃ c, IsMinimiser e c ∧ LinearIndepOn ℝ e (active c : Set ι) := by
  classical
  have key : ∀ k c, IsMinimiser e c → (active c).card = k →
      ∃ d, IsMinimiser e d ∧ LinearIndepOn ℝ e (active d : Set ι) := by
    intro k
    induction k using Nat.strong_induction_on with
    | _ k ih =>
      intro c hc hk
      by_cases hli : LinearIndepOn ℝ e (active c : Set ι)
      · exact ⟨c, hc, hli⟩
      · rw [linearIndepOn_finset_iff] at hli
        push Not at hli
        obtain ⟨f, hf, i, hi, hfi⟩ := hli
        -- extend the relation by zero and drop a vector
        obtain ⟨d, hd, -, hlt⟩ := drop_vector (g := fun j => if j ∈ active c then f j else 0)
          hc (h0 c hc.1) (by simpa [residual, ite_smul, sum_ite_mem] using hf)
          (fun j hj => by simp [active, hj]) ⟨i, by simpa [hi] using hfi⟩
        exact ih _ (hk ▸ card_lt_card hlt) d hd rfl
  obtain ⟨c, hc⟩ := exists_minimiser e
  exact key _ c hc rfl

/-- If no convex combination of a nonempty finite family of error vectors in an
`n`-dimensional real space vanishes, some minimiser has at most `n` nonzero coefficients. -/
theorem exists_sparse_minimiser [Nonempty ι] [FiniteDimensional ℝ E] (e : ι → E)
    (h0 : ∀ c ∈ stdSimplex ℝ ι, residual e c ≠ 0) :
    ∃ c, IsMinimiser e c ∧ (active c).card ≤ finrank ℝ E := by
  obtain ⟨c, hc, hli⟩ := exists_independent_minimiser e h0
  have h := LinearIndependent.fintype_card_le_finrank hli
  exact ⟨c, hc, by simpa using h⟩

/-- For an orthonormal basis of error vectors no convex combination vanishes, and every
minimiser has exactly as many nonzero coefficients as the space has dimensions. -/
theorem bound_attained (b : OrthonormalBasis ι ℝ E) :
    (∀ c ∈ stdSimplex ℝ ι, residual (⇑b) c ≠ 0) ∧
      ∀ c, IsMinimiser (⇑b) c → (active c).card = finrank ℝ E := by
  have hcoef : ∀ (c : ι → ℝ) i, inner ℝ (residual (⇑b) c) (b i) = c i := fun c i =>
    (b.orthonormal.inner_left_fintype c i).trans (conj_trivial _)
  have hnz : ∀ c ∈ stdSimplex ℝ ι, residual (⇑b) c ≠ 0 := by
    intro c hc h
    have hz : ∀ i, c i = 0 := fun i => by rw [← hcoef c i, h, inner_zero_left]
    have h1 := hc.2
    simp [hz] at h1
  refine ⟨hnz, fun c hc => ?_⟩
  have hall : ∀ i, c i ≠ 0 := fun i hi => by
    have h := sq_norm_le_inner hc i
    rw [hcoef, hi] at h
    exact absurd h (not_le_of_gt (pow_pos (norm_pos_iff.2 (hnz c hc.1)) 2))
  rw [finrank_eq_card_basis b.toBasis]
  simp [active, hall]

/-- For the two error vectors `1` and `-1` on the real line, every minimiser has two nonzero
coefficients. -/
theorem two_active_on_line (c : Fin 2 → ℝ) (hc : IsMinimiser (![1, -1] : Fin 2 → ℝ) c) :
    (active c).card = 2 := by
  have hd : (fun _ => 1 / 2 : Fin 2 → ℝ) ∈ stdSimplex ℝ (Fin 2) :=
    ⟨fun _ => by norm_num, by norm_num [Fin.sum_univ_two]⟩
  have hz : residual (![1, -1] : Fin 2 → ℝ) (fun _ => 1 / 2) = 0 := by
    simp [residual, Fin.sum_univ_two]
  have h := hc.2 _ hd
  rw [hz, norm_zero] at h
  have hr := norm_le_zero_iff.1 h
  simp only [residual, Fin.sum_univ_two, Matrix.cons_val_zero, Matrix.cons_val_one,
    smul_eq_mul] at hr
  have hs := hc.1.2
  rw [Fin.sum_univ_two] at hs
  have hall : ∀ i, c i ≠ 0 := by
    intro i hi
    fin_cases i
    · change c 0 = 0 at hi
      linarith
    · change c 1 = 0 at hi
      linarith
  simp [active, hall]

end

end SparseConvexDIIS
```

```lean
#print axioms SparseConvexDIIS.exists_sparse_minimiser
-- 'SparseConvexDIIS.exists_sparse_minimiser' depends on axioms: [propext, Classical.choice, Quot.sound]
#print axioms SparseConvexDIIS.bound_attained
-- 'SparseConvexDIIS.bound_attained' depends on axioms: [propext, Classical.choice, Quot.sound]
#print axioms SparseConvexDIIS.two_active_on_line
-- 'SparseConvexDIIS.two_active_on_line' depends on axioms: [propext, Classical.choice, Quot.sound]
```

## From the overlap conditions to the Lean proof

`inner_residual` expands the overlap of a vector with the residual into a weighted sum. `exists_minimiser` is the compactness argument, with a vertex of the simplex showing that the simplex is nonempty.

`sq_norm_le_inner` proves the overlap inequality by contradiction. It obtains the step `t` together with the equation $t(\beta-\alpha)=-\alpha$. Then `hd` checks that the shifted coefficients lie in the simplex, and `hres` identifies their residual as $r+tv$. The squared norms are compared in `hsq`, and the last line combines this with $t$ times the equation for `t` and the sign of $t\alpha(1+t)$.

`inner_eq_of_active` forms the weighted sum of the differences and uses `sum_eq_zero_iff_of_nonneg` to make each term zero.

`drop_vector` carries out one removal. Its first block, `hsum`, shows that the relation's coefficients sum to zero, and this is where the nonzero residual enters. `exists_min_image` picks the index `k` with the smallest ratio. `hres` shows that the residual is unchanged. The remaining goals are that $d$ is nonnegative, sums to one, is a minimiser and has a strictly smaller active set.

`exists_independent_minimiser` repeats the removal by strong induction on the number of active indices. If the active errors are dependent, Lean supplies a relation on the active set, which is extended by zero to all indices and passed to `drop_vector`. `exists_sparse_minimiser` then bounds the number of independent vectors by the dimension.

`bound_attained` treats the orthonormal basis: `hcoef` reads off each coefficient as an overlap, and `sq_norm_le_inner` makes it nonzero. `two_active_on_line` compares a minimiser with equal weights and solves the two resulting linear equations.
